# The lattice D₄ is similar to its dual through √2 times an orthogonal map

A: Let \(D_4\) be the set of integer vectors in \(\mathbb{R}^4\) whose coordinate sum is even, and let \(D_4^*\) be its dual, the set of vectors that have an integer dot product with every vector of \(D_4\). The map

\[
T(x_0,x_1,x_2,x_3)=(x_0+x_1,\;x_0-x_1,\;x_2+x_3,\;x_2-x_3)
\]

is \(\sqrt2\) times an orthogonal map, and it carries \(D_4^*\) exactly onto \(D_4\). The dual itself is \(\mathbb{Z}^4\cup(\mathbb{Z}^4+h)\) with \(h=(\tfrac12,\tfrac12,\tfrac12,\tfrac12)\). I number coordinates from 0, as the Lean code does.

Q: I accept the mathematics for now. My doubt is whether the Lean version is about a reciprocal lattice at all, or about two sets of vectors chosen so that the map works. What is the lattice in the code?

A: The ambient space is `Fin 4 → ℝ`, real vectors with four coordinates.

```lean
import Mathlib

open Matrix

namespace D4SelfDuality

noncomputable section
```

The lattice is an additive subgroup of that space. A real vector `x` belongs to it when there is an integer vector `n` with an even sum and `x i = n i` for every `i`. The remaining fields check that zero, sums and negatives stay in the set, which holds because sums and negatives of even integers are even.

```lean
/-- The lattice D₄: vectors of ℝ⁴ with integer coordinates whose sum is even. -/
def D4 : AddSubgroup (Fin 4 → ℝ) where
  carrier := {x | ∃ n : Fin 4 → ℤ, Even (∑ i, n i) ∧ ∀ i, x i = n i}
  zero_mem' := ⟨0, by simp, by simp⟩
  add_mem' := by
    rintro x y ⟨m, hm, hx⟩ ⟨n, hn, hy⟩
    refine ⟨m + n, ?_, fun i => by simp [hx, hy]⟩
    simp only [Pi.add_apply, Finset.sum_add_distrib]
    exact hm.add hn
  neg_mem' := by
    rintro x ⟨m, hm, hx⟩
    refine ⟨-m, ?_, fun i => by simp [hx]⟩
    simp only [Pi.neg_apply, Finset.sum_neg_distrib]
    exact hm.neg
```

Q: And the dual? If the half-integer vectors are written into its definition, the physics has been assumed.

A: They are not. The dual is defined for any additive subgroup `L`, by the integrality condition alone.

```lean
/-- The dual of `L` (for a full-rank lattice, its reciprocal lattice without the factor 2π): all
vectors whose dot product with every vector of `L` is an integer. -/
def dualLattice (L : AddSubgroup (Fin 4 → ℝ)) : AddSubgroup (Fin 4 → ℝ) where
  carrier := {y | ∀ x ∈ L, ∃ m : ℤ, x ⬝ᵥ y = m}
  zero_mem' := fun x _ => ⟨0, by simp⟩
  add_mem' := by
    intro y z hy hz x hx
    obtain ⟨a, ha⟩ := hy x hx
    obtain ⟨b, hb⟩ := hz x hx
    exact ⟨a + b, by simp [dotProduct_add, ha, hb]⟩
  neg_mem' := by
    intro y hy x hx
    obtain ⟨a, ha⟩ := hy x hx
    exact ⟨-a, by simp [dotProduct_neg, ha]⟩
```

Here `x ⬝ᵥ y` is the ordinary dot product \(\sum_i x_iy_i\). The condition says that \(e^{2\pi i\,x\cdot y}=1\) for every lattice vector \(x\), so the plane wave with wave vector \(2\pi y\) has the periodicity of the lattice.

Q: My reciprocal lattice carries the factor \(2\pi\).

A: Then yours is \(2\pi D_4^*\), and the map onto \(D_4\) is \(T/(2\pi)\). The scale factor changes from \(\sqrt2\) to \(\sqrt2/(2\pi)\), the orthogonal part stays the same, and the two lattices are still similar.

Q: How does the code express the map and its orthogonal part?

A: Separately. The map \(T\) is `pairMap`, given by its formula.

```lean
/-- The map taking sums and differences within the coordinate pairs (0,1) and (2,3). -/
def pairMap (x : Fin 4 → ℝ) : Fin 4 → ℝ :=
  ![x 0 + x 1, x 0 - x 1, x 2 + x 3, x 2 - x 3]
```

The orthogonal part \(R\) is `pairRotation`, an explicit matrix:

\[
R=\frac{1}{\sqrt2}M,\qquad
M=\begin{pmatrix}1&1&0&0\\1&-1&0&0\\0&0&1&1\\0&0&1&-1\end{pmatrix}.
\]

```lean
/-- The matrix of sums and differences within coordinate pairs, divided by √2. -/
def pairRotation : Matrix (Fin 4) (Fin 4) ℝ :=
  (√2)⁻¹ • !![1, 1, 0, 0; 1, -1, 0, 0; 0, 0, 1, 1; 0, 0, 1, -1]
```

Because the two are defined independently, the relation \(T=\sqrt2\,R\) is something to prove.

Q: Start with the dual, then. How do you find it by hand?

A: Take \(y\in D_4^*\) and pair it with four short vectors of \(D_4\). The vectors \((1,1,0,0)\), \((1,-1,0,0)\), \((0,1,-1,0)\) and \((0,0,1,-1)\) give integers

\[
a=y_0+y_1,\quad b=y_0-y_1,\quad c=y_1-y_2,\quad d=y_2-y_3 .
\]

Adding the first two gives \(2y_0=a+b\). The others then fix the remaining coordinates:

\[
y_1=y_0-b,\qquad y_2=y_0-b-c,\qquad y_3=y_0-b-c-d .
\]

All four coordinates therefore differ by integers. If \(a+b=2k\), then \(y_0=k\) and \(y\) is an integer vector. If \(a+b=2k+1\), then \(y_0=k+\tfrac12\) and every coordinate is an integer plus one half.

Q: That shows that nothing else can be in the dual. Are all those vectors really in it?

A: Yes. Let \(m\in D_4\) with \(\sum_i m_i=2k\), where \(k\) is now a new integer, and let \(n\) be any integer vector. Then \(m\cdot n\) is an integer, and

\[
m\cdot(n+h)=m\cdot n+\tfrac12\sum_i m_i=m\cdot n+k
\]

is an integer too. The even-sum condition is what admits the shifted copy of \(\mathbb{Z}^4\).

```lean
/-- The dual of D₄ is the union of ℤ⁴ and ℤ⁴ shifted by (1/2, 1/2, 1/2, 1/2). -/
theorem mem_dual_D4 (y : Fin 4 → ℝ) :
    y ∈ dualLattice D4 ↔
      ∃ n : Fin 4 → ℤ, (∀ i, y i = n i) ∨ (∀ i, y i = n i + 1 / 2) := by
  constructor
  · intro hy
    have hy' : ∀ x ∈ D4, ∃ m : ℤ, x ⬝ᵥ y = m := hy
    -- pair y with four short vectors of D₄
    obtain ⟨a, ha⟩ := hy' ![1, 1, 0, 0] ⟨![1, 1, 0, 0],
      ⟨1, by simp [Fin.sum_univ_four]⟩, by intro i; fin_cases i <;> simp⟩
    obtain ⟨b, hb⟩ := hy' ![1, -1, 0, 0] ⟨![1, -1, 0, 0],
      ⟨0, by simp [Fin.sum_univ_four]⟩, by intro i; fin_cases i <;> simp⟩
    obtain ⟨c, hc⟩ := hy' ![0, 1, -1, 0] ⟨![0, 1, -1, 0],
      ⟨0, by simp [Fin.sum_univ_four]⟩, by intro i; fin_cases i <;> simp⟩
    obtain ⟨d, hd⟩ := hy' ![0, 0, 1, -1] ⟨![0, 0, 1, -1],
      ⟨0, by simp [Fin.sum_univ_four]⟩, by intro i; fin_cases i <;> simp⟩
    simp [dotProduct, Fin.sum_univ_four] at ha hb hc hd
    -- the parity of a + b = 2 y₀ decides between the two cosets
    obtain ⟨k, hk | hk⟩ := Int.even_or_odd' (a + b)
    · have hk' : (a : ℝ) + b = 2 * k := by exact_mod_cast hk
      refine ⟨![k, k - b, k - b - c, k - b - c - d], Or.inl ?_⟩
      intro i
      fin_cases i <;> simp <;> linarith
    · have hk' : (a : ℝ) + b = 2 * k + 1 := by exact_mod_cast hk
      refine ⟨![k, k - b, k - b - c, k - b - c - d], Or.inr ?_⟩
      intro i
      fin_cases i <;> simp <;> linarith
  · rintro ⟨n, h⟩
    change ∀ x ∈ D4, ∃ m : ℤ, x ⬝ᵥ y = m
    rintro x ⟨m, ⟨k, hk⟩, hm⟩
    rw [Fin.sum_univ_four] at hk
    have hk' : (m 0 : ℝ) + m 1 + m 2 + m 3 = k + k := by exact_mod_cast hk
    rcases h with h | h
    · refine ⟨m 0 * n 0 + m 1 * n 1 + m 2 * n 2 + m 3 * n 3, ?_⟩
      simp only [dotProduct, Fin.sum_univ_four, hm, h]
      push_cast
      ring
    · refine ⟨m 0 * n 0 + m 1 * n 1 + m 2 * n 2 + m 3 * n 3 + k, ?_⟩
      simp only [dotProduct, Fin.sum_univ_four, hm, h]
      push_cast
      linear_combination (1 / 2) * hk'
```

Q: Does the proof follow that argument?

A: Closely. The four `obtain` lines supply the short vectors, each with a proof that its sum is even, and name the resulting integers `a`, `b`, `c` and `d`. `Int.even_or_odd'` makes the split on \(a+b\), and `linarith` solves for the coordinates. In the converse, `linear_combination (1 / 2) * hk'` is the step that replaces half the coordinate sum by \(k\).

Q: Now the geometry. "Similar" ought to mean that angles are kept and all lengths are scaled by one factor.

A: For the first pair of coordinates,

\[
(x_0+x_1)(y_0+y_1)+(x_0-x_1)(y_0-y_1)=2(x_0y_0+x_1y_1),
\]

because the cross terms cancel. The second pair behaves in the same way, so \(Tx\cdot Ty=2\,x\cdot y\). Setting \(y=x\) shows that every length grows by \(\sqrt2\), and the common factor 2 leaves angles unchanged.

```lean
/-- The pair map doubles every dot product. -/
theorem pairMap_dot (x y : Fin 4 → ℝ) : pairMap x ⬝ᵥ pairMap y = 2 * (x ⬝ᵥ y) := by
  simp only [dotProduct, Fin.sum_univ_four]
  change (x 0 + x 1) * (y 0 + y 1) + (x 0 - x 1) * (y 0 - y 1)
    + (x 2 + x 3) * (y 2 + y 3) + (x 2 - x 3) * (y 2 - y 3) = _
  ring
```

The `change` line writes out the four products, and `ring` does the cancellation. The later proofs do not call this lemma; it states the scaling directly in terms of dot products.

Q: Next, "carries onto". I want every vector of \(D_4\) to be reached, and nothing outside it.

A: Both inclusions are needed. For the first, take an element of the dual. If it is an integer vector \(n\), then

\[
Tn=(n_0+n_1,\;n_0-n_1,\;n_2+n_3,\;n_2-n_3)
\]

has integer coordinates with sum \(2(n_0+n_2)\). If it is \(n+h\), then

\[
T(n+h)=(n_0+n_1+1,\;n_0-n_1,\;n_2+n_3+1,\;n_2-n_3)
\]

has sum \(2(n_0+n_2+1)\). Both images lie in \(D_4\).

For the other inclusion, take \(m\in D_4\) with coordinate sum \(2k\). Applying \(T\) twice multiplies a vector by 2, so the preimage has to be

\[
\tfrac12Tm=\tfrac12(m_0+m_1,\;m_0-m_1,\;m_2+m_3,\;m_2-m_3).
\]

Since the total is even, \(m_0+m_1\) and \(m_2+m_3\) have the same parity. If \(m_0+m_1=2p\), the preimage is the integer vector

\[
(p,\;p-m_1,\;k-p,\;k-p-m_3).
\]

If \(m_0+m_1=2p+1\), it is

\[
(p,\;p-m_1,\;k-p-1,\;k-p-1-m_3)+h .
\]

Either way it belongs to the dual.

```lean
/-- The pair map carries the dual of D₄ exactly onto D₄. -/
theorem pairMap_image_dual : pairMap '' (dualLattice D4 : Set (Fin 4 → ℝ)) = D4 := by
  ext z
  constructor
  · rintro ⟨y, hy, rfl⟩
    obtain ⟨n, h | h⟩ := (mem_dual_D4 y).1 hy
    · refine ⟨![n 0 + n 1, n 0 - n 1, n 2 + n 3, n 2 - n 3], ⟨n 0 + n 2, ?_⟩, ?_⟩
      · rw [Fin.sum_univ_four]
        change (n 0 + n 1) + (n 0 - n 1) + (n 2 + n 3) + (n 2 - n 3) = _
        ring
      · intro i
        fin_cases i <;> simp [pairMap, h]
    · refine ⟨![n 0 + n 1 + 1, n 0 - n 1, n 2 + n 3 + 1, n 2 - n 3],
        ⟨n 0 + n 2 + 1, ?_⟩, ?_⟩
      · rw [Fin.sum_univ_four]
        change (n 0 + n 1 + 1) + (n 0 - n 1) + (n 2 + n 3 + 1) + (n 2 - n 3) = _
        ring
      · intro i
        fin_cases i <;> simp [pairMap, h] <;> ring
  · rintro ⟨m, ⟨k, hk⟩, hm⟩
    rw [Fin.sum_univ_four] at hk
    have hk' : (m 0 : ℝ) + m 1 + m 2 + m 3 = k + k := by exact_mod_cast hk
    -- the parity of the first pair selects the coset of the preimage
    obtain ⟨p, hp | hp⟩ := Int.even_or_odd' (m 0 + m 1)
    · have hp' : (m 0 : ℝ) + m 1 = 2 * p := by exact_mod_cast hp
      refine ⟨![p, p - m 1, k - p, k - p - m 3], (mem_dual_D4 _).2
        ⟨![p, p - m 1, k - p, k - p - m 3], Or.inl ?_⟩, ?_⟩
      · intro i
        fin_cases i <;> simp
      · ext i
        fin_cases i <;> simp [pairMap, hm] <;> linarith
    · have hp' : (m 0 : ℝ) + m 1 = 2 * p + 1 := by exact_mod_cast hp
      refine ⟨![p + 1 / 2, p - m 1 + 1 / 2, k - p - 1 + 1 / 2, k - p - 1 - m 3 + 1 / 2],
        (mem_dual_D4 _).2 ⟨![p, p - m 1, k - p - 1, k - p - 1 - m 3], Or.inr ?_⟩, ?_⟩
      · intro i
        fin_cases i <;> simp
      · ext i
        fin_cases i <;> simp [pairMap, hm] <;> linarith
```

The symbol `''` denotes the image of a set, so the theorem is an equality of sets. `ext z` turns it into two implications for a vector `z`. The first splits on the two kinds of dual vector, and the second on the parity of `m 0 + m 1`. The explicit vectors after `refine` are the ones above, and `mem_dual_D4` certifies that each preimage is in the dual.

Q: Where does all this become one statement?

A: In a theorem with three parts: \(R\) is an orthogonal matrix, \(Tx=\sqrt2\,Rx\) for every \(x\), and \(T(D_4^*)=D_4\).

```lean
/-- D₄ is similar to its dual: the pair map is √2 times an orthogonal matrix and carries the
dual lattice onto D₄. -/
theorem D4_similar_to_dual :
    pairRotation ∈ Matrix.orthogonalGroup (Fin 4) ℝ ∧
    (∀ x, pairMap x = √2 • (pairRotation *ᵥ x)) ∧
    pairMap '' (dualLattice D4 : Set (Fin 4 → ℝ)) = D4 := by
  refine ⟨?_, fun x => ?_, pairMap_image_dual⟩
  · have hM : (!![1, 1, 0, 0; 1, -1, 0, 0; 0, 0, 1, 1; 0, 0, 1, -1] : Matrix (Fin 4) (Fin 4) ℝ)
        * (!![1, 1, 0, 0; 1, -1, 0, 0; 0, 0, 1, 1; 0, 0, 1, -1])ᵀ = (2 : ℝ) • 1 := by
      ext i j
      fin_cases i <;> fin_cases j <;>
        simp [Matrix.mul_apply, Fin.sum_univ_four] <;> norm_num
    have hs : (√2)⁻¹ * (√2)⁻¹ * 2 = (1 : ℝ) := by
      rw [← mul_inv, Real.mul_self_sqrt (by norm_num)]
      norm_num
    rw [Matrix.mem_orthogonalGroup_iff, pairRotation, Matrix.transpose_smul,
      Matrix.smul_mul, Matrix.mul_smul, hM, smul_smul, smul_smul, hs, one_smul]
  · have hs : √2 ≠ (0 : ℝ) := by positivity
    rw [pairRotation, Matrix.smul_mulVec, smul_smul, mul_inv_cancel₀ hs, one_smul]
    ext i
    fin_cases i <;> simp [pairMap, Matrix.mulVec, dotProduct, Fin.sum_univ_four] <;> ring
```

For the first part, the rows of \(M\) are mutually perpendicular and have squared length 2, so \(MM^{\mathsf T}=2I\), with \(I\) the identity matrix. Hence

\[
RR^{\mathsf T}=\tfrac{1}{\sqrt2}\cdot\tfrac{1}{\sqrt2}\cdot 2I=I .
\]

In the code, `hM` is the matrix product, checked entry by entry, and the first `hs` is the arithmetic of the scalar factors. For the second part, \(\sqrt2\) cancels its inverse, and the remaining product \(Mx\) agrees with `pairMap` in each coordinate. The third part is the image theorem already proved.

Q: The matrix is called a rotation, but an orthogonal matrix may include a reflection.

A: The theorem claims orthogonality only. The name is still fair: each \(2\times2\) block of \(R\) has determinant \(-1\), and their product is \(+1\).

Q: What happens if I apply the map to \(D_4\) itself? Do I return to the dual?

A: You return to the dual enlarged by a factor of two. From the formula,

\[
T(Tx)=\big((x_0+x_1)+(x_0-x_1),\;(x_0+x_1)-(x_0-x_1),\;\ldots\big)=2x,
\]

and the second pair works in the same way. Therefore

\[
T(D_4)=T\big(T(D_4^*)\big)=2D_4^* .
\]

```lean
/-- The pair map carries D₄ onto its dual lattice enlarged by a factor of two. -/
theorem pairMap_image_D4 :
    pairMap '' (D4 : Set (Fin 4 → ℝ)) =
      (fun y => (2 : ℝ) • y) '' (dualLattice D4 : Set (Fin 4 → ℝ)) := by
  rw [← pairMap_image_dual, Set.image_image]
  refine Set.image_congr fun x _ => ?_
  -- applying the pair map twice multiplies by two
  ext i
  fin_cases i <;> simp [pairMap] <;> ring

end

end D4SelfDuality
```

The proof first rewrites \(D_4\) as the image of its dual. `Set.image_image` merges the two applications of the map, and the last lines check \(T(Tx)=2x\) coordinate by coordinate.

```lean
#print axioms D4SelfDuality.pairMap_dot
-- 'D4SelfDuality.pairMap_dot' depends on axioms: [propext, Classical.choice, Quot.sound]
#print axioms D4SelfDuality.D4_similar_to_dual
-- 'D4SelfDuality.D4_similar_to_dual' depends on axioms: [propext, Classical.choice, Quot.sound]
#print axioms D4SelfDuality.pairMap_image_D4
-- 'D4SelfDuality.pairMap_image_D4' depends on axioms: [propext, Classical.choice, Quot.sound]
```

Q: "Self-dual" would then be too strong a word, if taken literally.

A: Yes. The vector \(h\) is in \(D_4^*\) and not in \(D_4\), so the two lattices are different sets. They have the same shape, up to an orthogonal map and a change of scale. The theorem also exhibits one similarity without classifying the others, and it concerns this one lattice in dimension four.

Q: Would you have had to say something different if similarity had been modelled as a relation between lattices?

A: That is a sound alternative. One would work in `EuclideanSpace ℝ (Fin 4)` and call two lattices similar when some positive scale factor and some linear isometry carry one onto the other. Length preservation would then be built into the type of the isometry, and the relation could be applied to any pair of lattices. The price is that a bare existence statement hides the map. The present version names the map, its matrix and its factor, and these are the data one would supply to prove the existence statement. It also expresses orthogonality through the matrix and its transpose, so it does not depend on which norm Lean attaches to `Fin 4 → ℝ`.

Q: And what does a physicist gain from it?

A: A statement about Fourier expansions, for functions on four-dimensional space with the periodicity of \(D_4\): the wave vectors allowed in the expansion form a rotated and rescaled copy of the lattice of periods. This is geometry in four dimensions, with no Hamiltonian in it, and it gives no such relation for a three-dimensional crystal.

Q: Then my first doubt is answered. The dual is defined by the periodicity condition, and the half-integer vectors come out of the calculation.
